# In a plane-wave pair model, the second-order contact–contact energy diverges linearly with the momentum cutoff and the Coulomb–contact energy converges as $1/Q$

A second-order energy term contains two interactions: one takes a pair of particles from its reference state to an intermediate state, and the other takes it back. Suppose such a term is computed for a pair with zero relative momentum whose reference energy lies below the plane-wave continuum by a gap. The intermediate states are plane waves up to a relative momentum $Q$, and $Q$ is raised until the number settles. If both interactions are contact interactions, it never settles: doubling a large cutoff roughly doubles the energy. If one is a contact interaction and the other a Coulomb interaction, this mixed term does settle, but so slowly that halving a small remaining error takes about twice the cutoff. Repeated doubling of a large cutoff shows the difference: the change in the energy roughly doubles at each step in the first case and roughly halves in the second.

The two-electron Darwin term is a contact operator of this kind in electronic structure. The model here shows its cutoff dependence at second order only, for an isolated pair with free intermediate states.

```lean
import Mathlib

open Filter Topology MeasureTheory Set
open scoped Real

namespace ContactCutoff

noncomputable section
```

## The pair and its two interactions

A contact interaction is a three-dimensional delta function of the interparticle separation vector, multiplied by a strength $g$, so its Fourier transform is the constant $g$.

```lean
/-- A contact interaction of strength `g` in momentum space: the same value at every momentum. -/
def contact (g _q : ℝ) : ℝ := g
```

A Coulomb interaction of strength $k$, meaning $k/(4\pi r)$ at separation $r$, has the transform $k/q^2$.

```lean
/-- A Coulomb interaction of strength `k` in momentum space, `k / q²`, for `q ≠ 0`. -/
def coulomb (k q : ℝ) : ℝ := k / q ^ 2
```

The pair starts at zero relative momentum, in units where the kinetic energy is $q^2$. Its reference energy is set to $-a^2$. This postulated shift stands for a gap between the reference state and the plane-wave continuum, and it keeps the energy denominator $-a^2-q^2$ away from zero. The angular integral turns $d^3q/(2\pi)^3$ into $q^2\,dq/(2\pi^2)$, so interactions $v$ and $w$ give

$$E_{vw}(Q)=-\frac{1}{2\pi^2}\int_0^Q \frac{q^2\,v(q)\,w(q)}{q^2+a^2}\,dq .$$

`secondOrder a v w Q` is this expression, taken as a definition and not derived from a Hamiltonian. For plane waves normalised in a large volume $V$, the second-order term for the pair is this expression divided by $V$; the factor $1/V$ is left out throughout. The expression covers one ordering of the two interactions; expanding the second-order energy of their sum produces the mixed term twice. The cutoff is sharp, and spin and exchange are left out.

```lean
/-- Second-order energy term with interactions `v` and `w` for a pair at zero relative momentum
and reference energy `-a²`, `a ≠ 0`, in units where the kinetic energy is `q²`. Intermediate plane
waves are kept up to the momentum cutoff `Q`. -/
def secondOrder (a : ℝ) (v w : ℝ → ℝ) (Q : ℝ) : ℝ :=
  -(1 / (2 * π ^ 2)) * ∫ q in (0 : ℝ)..Q, q ^ 2 * (v q * w q) / (q ^ 2 + a ^ 2)
```

## Closed forms for the momentum integrals

Everything rests on one primitive. By the chain rule,

$$\frac{d}{dq}\,\frac{\arctan(q/a)}{a}=\frac1a\cdot\frac{1/a}{1+q^2/a^2}=\frac{1}{q^2+a^2}.$$

```lean
/-- For `a > 0`, the function `arctan (q / a) / a` is a primitive of the energy denominator
`1 / (q² + a²)`. -/
theorem hasDerivAt_propagator {a : ℝ} (ha : 0 < a) (q : ℝ) :
    HasDerivAt (fun q => Real.arctan (q / a) / a) (1 / (q ^ 2 + a ^ 2)) q := by
  have hne : q ^ 2 + a ^ 2 ≠ 0 := by positivity
  refine ((((hasDerivAt_id' q).div_const a).arctan).div_const a).congr_deriv ?_
  field_simp
  ring
```

For two contact interactions the volume element survives in the numerator. Writing

$$\frac{q^2}{q^2+a^2}=1-\frac{a^2}{q^2+a^2}$$

and integrating term by term gives $Q-a\arctan(Q/a)$. In the proof, `key` is the derivative of this primitive, and continuity of the integrand allows the fundamental theorem of calculus to be applied.

```lean
/-- For `a > 0`, the contact-contact momentum integral up to the cutoff `Q` is
`Q - a arctan (Q / a)`. -/
theorem contact_integral {a : ℝ} (ha : 0 < a) (Q : ℝ) :
    ∫ q in (0 : ℝ)..Q, q ^ 2 / (q ^ 2 + a ^ 2) = Q - a * Real.arctan (Q / a) := by
  have key : ∀ q : ℝ, HasDerivAt (fun q => q - a ^ 2 * (Real.arctan (q / a) / a))
      (q ^ 2 / (q ^ 2 + a ^ 2)) q := by
    intro q
    have hne : q ^ 2 + a ^ 2 ≠ 0 := by positivity
    refine ((hasDerivAt_id' q).fun_sub
      ((hasDerivAt_propagator ha q).const_mul (a ^ 2))).congr_deriv ?_
    rw [eq_div_iff hne]
    linear_combination (-a ^ 2) * (one_div_mul_cancel hne)
  have hc : Continuous fun q : ℝ => q ^ 2 / (q ^ 2 + a ^ 2) :=
    Continuous.div (by fun_prop) (by fun_prop) (fun q => by positivity)
  have e (t : ℝ) : a ^ 2 * (t / a) = a * t := by field_simp
  rw [intervalIntegral.integral_eq_sub_of_hasDerivAt (fun q _ => key q)
    (hc.intervalIntegrable 0 Q)]
  simp only [e, zero_div, Real.arctan_zero, mul_zero, sub_zero]
```

As $Q\to\infty$, so does $Q/a$, and the arctangent tends to $\pi/2$. In Lean, `Tendsto f atTop (𝓝 c)` says that $f(Q)\to c$ as $Q\to\infty$.

```lean
/-- For `a > 0`, `arctan (Q / a)` tends to `π/2` as the cutoff `Q` is removed. -/
theorem tendsto_arctan_div {a : ℝ} (ha : 0 < a) :
    Tendsto (fun Q : ℝ => Real.arctan (Q / a)) atTop (𝓝 (π / 2)) :=
  (Real.tendsto_arctan_atTop.mono_right nhdsWithin_le_nhds).comp
    (tendsto_id.atTop_div_const ha)
```

With a Coulomb interaction in the product, the integrand is $1/(q^2+a^2)$. The part that the cutoff discards is the limit of the primitive minus its value at $Q$:

$$T(Q)=\int_Q^\infty\frac{dq}{q^2+a^2}=\frac{1}{a}\left(\frac{\pi}{2}-\arctan\frac{Q}{a}\right).$$

The set `Ioi Q` is the range $q>Q$. Integrability comes from a nonnegative integrand whose primitive has a finite limit.

```lean
/-- For `a > 0`, the mixed integrand is integrable beyond the cutoff `Q`, and the part of the
integral that the cutoff discards is `(π/2 - arctan (Q / a)) / a`. -/
theorem tail_integral {a : ℝ} (ha : 0 < a) (Q : ℝ) :
    IntegrableOn (fun q : ℝ => 1 / (q ^ 2 + a ^ 2)) (Ioi Q) ∧
      ∫ q in Ioi Q, 1 / (q ^ 2 + a ^ 2) = (π / 2 - Real.arctan (Q / a)) / a := by
  have hpos : ∀ q ∈ Ioi Q, 0 ≤ 1 / (q ^ 2 + a ^ 2) := fun q _ => by positivity
  have hlim := (tendsto_arctan_div ha).div_const a
  refine ⟨integrableOn_Ioi_deriv_of_nonneg' (fun q _ => hasDerivAt_propagator ha q) hpos hlim, ?_⟩
  rw [integral_Ioi_of_hasDerivAt_of_nonneg' (fun q _ => hasDerivAt_propagator ha q) hpos hlim]
  ring
```

## Bounds on the discarded tail

For $x>0$ put $\theta=\arctan x$, which lies between $0$ and $\pi/2$. Then $\theta\le\tan\theta=x$. In the other direction,

$$\frac{x}{1+x^2}=\tan\theta\,\cos^2\theta=\sin\theta\,\cos\theta\le\theta .$$

The `calc` block follows this second chain.

```lean
/-- For `x > 0`, the arctangent lies between `x / (1 + x²)` and `x`. -/
theorem arctan_bounds {x : ℝ} (hx : 0 < x) :
    x / (1 + x ^ 2) ≤ Real.arctan x ∧ Real.arctan x ≤ x := by
  have h0 : 0 < Real.arctan x := by
    have h := Real.arctan_strictMono hx
    rwa [Real.arctan_zero] at h
  have hcos := Real.cos_arctan_pos x
  have hsin : x * Real.cos (Real.arctan x) = Real.sin (Real.arctan x) := by
    have h := Real.tan_mul_cos hcos.ne'
    rwa [Real.tan_arctan] at h
  constructor
  · calc x / (1 + x ^ 2) = x * Real.cos (Real.arctan x) ^ 2 := by
          rw [Real.cos_sq_arctan]; ring
      _ = Real.sin (Real.arctan x) * Real.cos (Real.arctan x) := by rw [← hsin]; ring
      _ ≤ Real.arctan x * 1 :=
          mul_le_mul (Real.sin_le h0.le) (Real.cos_le_one _) hcos.le h0.le
      _ = Real.arctan x := mul_one _
  · have h := Real.le_tan h0.le (Real.arctan_lt_pi_div_two x)
    rwa [Real.tan_arctan] at h
```

For $Q>0$ we have $\pi/2-\arctan(Q/a)=\arctan(a/Q)$, hence $T(Q)=\arctan(a/Q)/a$. Inserting $x=a/Q$ in the two bounds and dividing by $a$ gives

$$\frac{Q}{Q^2+a^2}\le T(Q)\le\frac1Q .$$

These hold at every positive cutoff, not only at large ones.

```lean
/-- For `a > 0` and any cutoff `Q > 0`, the discarded part of the mixed integral lies between
`Q / (Q² + a²)` and `1 / Q`. -/
theorem tail_bounds {a Q : ℝ} (ha : 0 < a) (hQ : 0 < Q) :
    Q / (Q ^ 2 + a ^ 2) ≤ ∫ q in Ioi Q, 1 / (q ^ 2 + a ^ 2) ∧
      ∫ q in Ioi Q, 1 / (q ^ 2 + a ^ 2) ≤ 1 / Q := by
  obtain ⟨h1, h2⟩ := arctan_bounds (div_pos ha hQ)
  rw [(tail_integral ha Q).2, ← Real.arctan_inv_of_pos (div_pos hQ ha), inv_div]
  constructor
  · calc Q / (Q ^ 2 + a ^ 2) = a / Q / (1 + (a / Q) ^ 2) / a := by field_simp
      _ ≤ Real.arctan (a / Q) / a := by gcongr
  · calc Real.arctan (a / Q) / a ≤ a / Q / a := by gcongr
      _ = 1 / Q := by field_simp
```

## The two scaling limits

Dividing the contact integral by $Q$ leaves

$$\frac1Q\int_0^Q\frac{q^2}{q^2+a^2}\,dq=1-\frac{a\arctan(Q/a)}{Q}\to 1,$$

because the arctangent is bounded. Multiplying the tail bounds by $Q$ gives

$$1-\frac{a^2}{Q^2}\le\frac{Q^2}{Q^2+a^2}\le Q\,T(Q)\le 1,$$

and both ends tend to $1$. The first inequality follows from $(1-a^2/Q^2)(Q^2+a^2)=Q^2-a^4/Q^2\le Q^2$; the square passed to `nlinarith` is $a^4/Q^2$.

```lean
/-- For `a > 0`, the contact-contact integral divided by the cutoff `Q` tends to 1, and `Q` times
the discarded part of the mixed Coulomb-contact integral tends to 1. -/
theorem cutoff_scaling {a : ℝ} (ha : 0 < a) :
    Tendsto (fun Q : ℝ => (∫ q in (0 : ℝ)..Q, q ^ 2 / (q ^ 2 + a ^ 2)) / Q) atTop (𝓝 1) ∧
      Tendsto (fun Q : ℝ => Q * ∫ q in Ioi Q, 1 / (q ^ 2 + a ^ 2)) atTop (𝓝 1) := by
  have hinv : Tendsto (fun Q : ℝ => Q⁻¹) atTop (𝓝 0) := tendsto_inv_atTop_zero
  constructor
  · -- the arctangent stays bounded, so it is lost after division by `Q`
    have h := (((tendsto_arctan_div ha).const_mul a).mul hinv).const_sub 1
    rw [mul_zero, sub_zero] at h
    refine h.congr' ?_
    filter_upwards [eventually_gt_atTop 0] with Q hQ
    rw [contact_integral ha, sub_div, div_self hQ.ne',
      div_eq_mul_inv (a * Real.arctan (Q / a)) Q]
  · -- squeeze between `1 - a² / Q²` and `1`
    have h := ((hinv.pow 2).const_mul (a ^ 2)).const_sub 1
    have h0 : (1 : ℝ) - a ^ 2 * 0 ^ 2 = 1 := by ring
    rw [h0] at h
    refine tendsto_of_tendsto_of_tendsto_of_le_of_le' h tendsto_const_nhds ?_ ?_
    · filter_upwards [eventually_gt_atTop 0] with Q hQ
      refine le_trans ?_ (mul_le_mul_of_nonneg_left (tail_bounds ha hQ).1 hQ.le)
      have hi : Q⁻¹ * Q = 1 := inv_mul_cancel₀ hQ.ne'
      rw [← mul_div_assoc, le_div_iff₀ (by positivity)]
      generalize Q⁻¹ = i at hi ⊢
      have h3 : a ^ 2 * (i * Q) ^ 2 = a ^ 2 := by rw [hi]; ring
      nlinarith [sq_nonneg (a ^ 2 * i)]
    · filter_upwards [eventually_gt_atTop 0] with Q hQ
      calc Q * ∫ q in Ioi Q, 1 / (q ^ 2 + a ^ 2) ≤ Q * (1 / Q) :=
            mul_le_mul_of_nonneg_left (tail_bounds ha hQ).2 hQ.le
        _ = 1 := mul_one_div_cancel hQ.ne'
```

## Two contact interactions: a linear divergence

With strengths $g$ and $h$, the constants come out of the integral:

$$E_{gh}(Q)=-\frac{gh}{2\pi^2}\left(Q-a\arctan\frac Qa\right).$$

Therefore $E_{gh}(Q)/Q\to-gh/(2\pi^2)$, a linear divergence whenever $gh\neq0$, with a coefficient that does not depend on $a$. Adding back the linear term leaves

$$E_{gh}(Q)+\frac{gh}{2\pi^2}Q=\frac{gh\,a}{2\pi^2}\arctan\frac Qa\to\frac{gh\,a}{4\pi}.$$

The theorem states both limits. In the proof, `hE` is the step that takes out the constants.

```lean
/-- For `a > 0`, the second-order energy of two contact interactions, divided by the cutoff, tends
to `-gh / (2π²)`; once the linear term is added back, the finite part `gha / (4π)` remains. -/
theorem contact_energy_divergence {a : ℝ} (ha : 0 < a) (g h : ℝ) :
    Tendsto (fun Q => secondOrder a (contact g) (contact h) Q / Q) atTop
        (𝓝 (-(g * h / (2 * π ^ 2)))) ∧
      Tendsto (fun Q => secondOrder a (contact g) (contact h) Q + g * h / (2 * π ^ 2) * Q) atTop
        (𝓝 (g * h * a / (4 * π))) := by
  have e : ∀ q : ℝ, q ^ 2 * (contact g q * contact h q) / (q ^ 2 + a ^ 2)
      = g * h * (q ^ 2 / (q ^ 2 + a ^ 2)) := fun q => by simp only [contact]; ring
  have hE : ∀ Q, secondOrder a (contact g) (contact h) Q
      = -(g * h / (2 * π ^ 2)) * ∫ q in (0 : ℝ)..Q, q ^ 2 / (q ^ 2 + a ^ 2) := by
    intro Q
    simp only [secondOrder, e]
    rw [intervalIntegral.integral_const_mul]
    ring
  constructor
  · have h1 := (cutoff_scaling ha).1.const_mul (-(g * h / (2 * π ^ 2)))
    rw [mul_one] at h1
    exact h1.congr fun Q => by rw [hE]; ring
  · have h2 := (tendsto_arctan_div ha).const_mul (g * h / (2 * π ^ 2) * a)
    have hl : g * h / (2 * π ^ 2) * a * (π / 2) = g * h * a / (4 * π) := by
      have hp := Real.pi_ne_zero
      field_simp
      ring
    rw [hl] at h2
    exact h2.congr fun Q => by rw [hE, contact_integral ha]; ring
```

## Coulomb with contact: an error of order $1/Q$

Here the volume element cancels the Coulomb singularity, $q^2\cdot(k/q^2)\cdot g=kg$ for $q\neq0$, and the single point $q=0$ does not affect the integral. Thus

$$E_{kg}(Q)=-\frac{kg}{2\pi^2}\,\frac{\arctan(Q/a)}{a}.$$

Replacing the arctangent by $\pi/2$ gives the limiting energy $-kg/(4\pi a)$, and the difference is

$$E_{kg}(Q)+\frac{kg}{4\pi a}=\frac{kg}{2\pi^2}\,T(Q).$$

This is an identity for each $Q\ge0$, not an asymptotic estimate. For $kg>0$ the truncated energy lies above its limit.

```lean
/-- For `a > 0` and a cutoff `Q ≥ 0`, the mixed Coulomb-contact energy differs from
`-kg / (4πa)` by `kg / (2π²)` times the discarded part of the momentum integral. -/
theorem mixed_energy_error {a Q : ℝ} (ha : 0 < a) (hQ : 0 ≤ Q) (k g : ℝ) :
    secondOrder a (coulomb k) (contact g) Q - -(k * g / (4 * π * a))
      = k * g / (2 * π ^ 2) * ∫ q in Ioi Q, 1 / (q ^ 2 + a ^ 2) := by
  have hc : Continuous fun q : ℝ => 1 / (q ^ 2 + a ^ 2) :=
    Continuous.div (by fun_prop) (by fun_prop) (fun q => by positivity)
  -- the volume element `q²` cancels the Coulomb singularity
  have e : ∫ q in (0 : ℝ)..Q, q ^ 2 * (coulomb k q * contact g q) / (q ^ 2 + a ^ 2)
      = ∫ q in (0 : ℝ)..Q, k * g * (1 / (q ^ 2 + a ^ 2)) := by
    refine intervalIntegral.integral_congr_ae (Eventually.of_forall fun q hq => ?_)
    rw [uIoc_of_le hQ] at hq
    have hq0 : q ≠ 0 := hq.1.ne'
    have h1 : q ^ 2 * (k / q ^ 2 * g) = k * g := by field_simp
    simp only [coulomb, contact]
    rw [h1]
    ring
  rw [secondOrder, e, intervalIntegral.integral_const_mul,
    intervalIntegral.integral_eq_sub_of_hasDerivAt (fun q _ => hasDerivAt_propagator ha q)
      (hc.intervalIntegrable 0 Q), (tail_integral ha Q).2]
  simp only [zero_div, Real.arctan_zero, sub_zero]
  generalize Real.arctan (Q / a) = t
  have hp := Real.pi_ne_zero
  field_simp
  ring
```

Multiplying by $Q$ and using $Q\,T(Q)\to1$ gives the leading error, $kg/(2\pi^2Q)$.

```lean
/-- For `a > 0`, the cutoff `Q` times the deviation of the mixed Coulomb-contact energy from
`-kg / (4πa)` tends to `kg / (2π²)`. -/
theorem mixed_energy_convergence {a : ℝ} (ha : 0 < a) (k g : ℝ) :
    Tendsto (fun Q => Q * (secondOrder a (coulomb k) (contact g) Q - -(k * g / (4 * π * a))))
      atTop (𝓝 (k * g / (2 * π ^ 2))) := by
  have h := (cutoff_scaling ha).2.const_mul (k * g / (2 * π ^ 2))
  rw [mul_one] at h
  refine h.congr' ?_
  filter_upwards [eventually_ge_atTop 0] with Q hQ
  rw [mixed_energy_error ha hQ]
  ring

end

end ContactCutoff
```

```lean
#print axioms ContactCutoff.contact_energy_divergence
#print axioms ContactCutoff.mixed_energy_convergence
```

```
'ContactCutoff.contact_energy_divergence' depends on axioms: [propext, Classical.choice, Quot.sound]
'ContactCutoff.mixed_energy_convergence' depends on axioms: [propext, Classical.choice, Quot.sound]
```

## Numbers for $a=1$ and $Q=10$

The series for the arctangent gives $\arctan(0.1)\approx0.1-0.000333+0.000002=0.099669$, so $\arctan 10\approx1.570796-0.099669=1.471127$.

- The contact integral is $10-1.471127\approx8.5289$. Divided by $Q$ it is $0.853$, still 15% below its limit.
- The tail is $T(10)\approx0.099669$, between the bounds $10/101\approx0.099010$ and $0.1$. Multiplied by $Q$ it is $0.997$.
- The relative error of the mixed energy is $T(10)/(\pi/2)\approx6.3\%$, whatever the nonzero strengths $k$ and $g$. At $Q=20$ the tail is $\arctan(0.05)\approx0.049958$, and the error is still $3.2\%$.
